# With distinct occupied and virtual levels, a differentiable occupied projector has the sum-over-states response as its derivative

**Q:** You represent the perturbed density matrix by any matrix path $P(t)$ that is differentiable at $t=0$ and, near $t=0$, is idempotent and commutes with $H_0+tV$. No perturbed orbitals appear. Is that still first-order perturbation theory?

**A:** Yes. Idempotency means occupations of zero or one, commutation means stationarity, and $P(0)=P_0$ says which states were filled. The occupied orbitals may rotate among themselves without changing $P$, so I don't follow them.

**Q:** Show me the derivation by hand first.

**A:** Let $H_0$ and $V$ be real symmetric matrices, let the real vectors $f_p$ form an orthonormal basis with $H_0f_p=e_pf_p$, and suppose that no occupied level equals a virtual one. Let $n_p$ be 1 for occupied and 0 for virtual states, so $P_0=\sum_p n_pf_pf_p^T$. Write $D=P'(0)$ and $X_{pq}=f_p^TXf_q$ for a matrix $X$. Differentiating $P^2=P$ and $(H_0+tV)P=P(H_0+tV)$ at zero gives

$$DP_0+P_0D=D,\qquad H_0D+VP_0=DH_0+P_0V.$$

Between $f_p$ and $f_q$ these read

$$(n_q+n_p)D_{pq}=D_{pq},\qquad e_pD_{pq}+n_qV_{pq}=e_qD_{pq}+n_pV_{pq}.$$

If both states are occupied, $2D_{pq}=D_{pq}$; if both are virtual, $0=D_{pq}$. Both blocks vanish. For $i$ occupied and $a$ virtual, the second equation gives $D_{ai}=V_{ai}/(e_i-e_a)$ and $D_{ia}=V_{ia}/(e_i-e_a)$. Since $V$ is symmetric, $V_{ia}=V_{ai}$, and $D=\sum_{pq}D_{pq}f_pf_q^T$ becomes

$$D=\sum_{i,a}\frac{V_{ai}}{e_i-e_a}\left(f_af_i^T+f_if_a^T\right).$$

**Q:** How do these objects appear in Lean?

**A:** The finite type `n` labels both the orthonormal basis functions and the eigenstates.

```lean
import Mathlib

open Matrix Topology

namespace StaticProjectorResponse

noncomputable section

variable {n : Type*} [Fintype n] [DecidableEq n]
```

The eigenpairs are supplied as data: `f p x` is component $x$ of $f_p$.

```lean
/-- The vectors `f p` are orthonormal eigenvectors of the real symmetric matrix `H0`,
with levels `e p`. -/
structure IsEigenbasis (H0 : Matrix n n ℝ) (e : n → ℝ) (f : n → n → ℝ) : Prop where
  symm : H0ᵀ = H0
  ortho : ∀ p q, f p ⬝ᵥ f q = if p = q then 1 else 0
  eig : ∀ p, H0 *ᵥ f p = e p • f p
```

The occupied set `occ` is arbitrary; it need not contain the lowest levels.

```lean
/-- Occupation number of a level: one if occupied, zero if virtual. -/
def occupation (occ : Finset n) (p : n) : ℝ := if p ∈ occ then 1 else 0
```

Here `vecMulVec` is the outer product, with one electron per occupied state.

```lean
/-- The projector on the occupied states. -/
def occProjector (f : n → n → ℝ) (occ : Finset n) : Matrix n n ℝ :=
  ∑ i ∈ occ, vecMulVec (f i) (f i)
```

The response is the formula above, with `f a ⬝ᵥ V *ᵥ f i` for $V_{ai}$.

```lean
/-- The sum-over-states static response of the density matrix to `V`. -/
def staticResponse (e : n → ℝ) (f : n → n → ℝ) (occ : Finset n) (V : Matrix n n ℝ) :
    Matrix n n ℝ :=
  ∑ i ∈ occ, ∑ a ∈ occᶜ, ((f a ⬝ᵥ V *ᵥ f i) / (e i - e a)) •
    (vecMulVec (f a) (f i) + vecMulVec (f i) (f a))
```

Derivatives are taken entry by entry.

```lean
/-- `D` is the entrywise derivative of the matrix path `A` at zero field. -/
def HasDerivAtZero (A : ℝ → Matrix n n ℝ) (D : Matrix n n ℝ) : Prop :=
  ∀ x y, HasDerivAt (fun t => A t x y) (D x y) 0
```

The path conditions are needed only for $t$ near zero, which is what `∀ᶠ t in 𝓝 (0 : ℝ)` says. Symmetry of $P(t)$ is not assumed.

```lean
/-- For small `t`, `P t` is idempotent and commutes with the Hamiltonian `H0 + t V`. -/
def IsProjectorPath (H0 V : Matrix n n ℝ) (P : ℝ → Matrix n n ℝ) : Prop :=
  ∀ᶠ t in 𝓝 (0 : ℝ), P t * P t = P t ∧ (H0 + t • V) * P t = P t * (H0 + t • V)
```

**Q:** What justifies comparing only matrix elements?

**A:** Completeness. The rows of `F` are the eigenvectors; for a square matrix $FF^T=1$ implies $F^TF=1$, so the change of basis can be undone.

```lean
/-- Two matrices with the same elements between all eigenvectors are equal. -/
theorem eq_of_elements {H0 : Matrix n n ℝ} {e : n → ℝ} {f : n → n → ℝ}
    (hf : IsEigenbasis H0 e f) {A B : Matrix n n ℝ}
    (h : ∀ p q, f p ⬝ᵥ A *ᵥ f q = f p ⬝ᵥ B *ᵥ f q) : A = B := by
  let F : Matrix n n ℝ := Matrix.of f
  have hF : F * Fᵀ = 1 := by
    ext p q
    rw [Matrix.one_apply]
    exact hf.ortho p q
  have hF' : Fᵀ * F = 1 := mul_eq_one_comm.mp hF
  have key : F * (A * Fᵀ) = F * (B * Fᵀ) := by
    ext p q
    exact h p q
  -- undo the orthogonal change of basis
  have back : ∀ M : Matrix n n ℝ, Fᵀ * (F * (M * Fᵀ)) * F = M := by
    intro M
    calc Fᵀ * (F * (M * Fᵀ)) * F = (Fᵀ * F) * M * (Fᵀ * F) := by
          simp only [Matrix.mul_assoc]
      _ = M := by rw [hF', Matrix.one_mul, Matrix.mul_one]
  rw [← back A, key, back B]
```

Orthonormality also gives $P_0f_q=n_qf_q$.

```lean
/-- Each `f q` is an eigenvector of the occupied projector, with its occupation number. -/
theorem occProjector_mulVec {H0 : Matrix n n ℝ} {e : n → ℝ} {f : n → n → ℝ}
    (hf : IsEigenbasis H0 e f) (occ : Finset n) (q : n) :
    occProjector f occ *ᵥ f q = occupation occ q • f q := by
  ext x
  have h : (occProjector f occ *ᵥ f q) x = ∑ i ∈ occ, f i x * (f i ⬝ᵥ f q) := by
    simp only [occProjector, Matrix.mulVec, dotProduct, Matrix.sum_apply,
      Matrix.vecMulVec_apply, Finset.sum_mul, Finset.mul_sum]
    rw [Finset.sum_comm]
    exact Finset.sum_congr rfl fun _ _ => Finset.sum_congr rfl fun _ _ => by ring
  rw [h]
  simp [hf.ortho, occupation]
```

It selects the surviving terms of the response too; `pick` does this for each double sum.

```lean
/-- Elements of the static response between eigenvectors: only the occupied-virtual
blocks are present. -/
theorem staticResponse_element {H0 : Matrix n n ℝ} {e : n → ℝ} {f : n → n → ℝ}
    (hf : IsEigenbasis H0 e f) (occ : Finset n) (V : Matrix n n ℝ) (p q : n) :
    f p ⬝ᵥ staticResponse e f occ V *ᵥ f q =
      (if q ∈ occ ∧ p ∈ occᶜ then (f p ⬝ᵥ V *ᵥ f q) / (e q - e p) else 0) +
      (if q ∈ occᶜ ∧ p ∈ occ then (f q ⬝ᵥ V *ᵥ f p) / (e p - e q) else 0) := by
  have hsum : ∀ (s : Finset n) (M : n → Matrix n n ℝ) (u w : n → ℝ),
      u ⬝ᵥ (∑ i ∈ s, M i) *ᵥ w = ∑ i ∈ s, (u ⬝ᵥ M i *ᵥ w) := by
    intro s M u w
    induction s using Finset.induction_on with
    | empty => simp
    | insert a s ha ih =>
      rw [Finset.sum_insert ha, Finset.sum_insert ha, Matrix.add_mulVec, dotProduct_add, ih]
  have hpair : ∀ (c : ℝ) (a b u w : n → ℝ),
      u ⬝ᵥ (c • (vecMulVec a b + vecMulVec b a)) *ᵥ w =
        c * ((u ⬝ᵥ a) * (b ⬝ᵥ w)) + c * ((u ⬝ᵥ b) * (a ⬝ᵥ w)) := by
    intro c a b u w
    simp only [dotProduct, Matrix.mulVec, Matrix.smul_apply, Matrix.add_apply,
      Matrix.vecMulVec_apply, smul_eq_mul]
    rw [Finset.sum_mul_sum, Finset.sum_mul_sum, Finset.mul_sum, Finset.mul_sum,
      ← Finset.sum_add_distrib]
    refine Finset.sum_congr rfl fun x _ => ?_
    rw [Finset.mul_sum, Finset.mul_sum, Finset.mul_sum, ← Finset.sum_add_distrib]
    exact Finset.sum_congr rfl fun y _ => by ring
  -- orthonormality picks a single term of each double sum
  have pick : ∀ (s t : Finset n) (c : n → n → ℝ),
      ∑ i ∈ s, ∑ a ∈ t, c i a * ((if p = a then 1 else 0) * (if i = q then 1 else 0)) =
        if q ∈ s ∧ p ∈ t then c q p else 0 := by
    intro s t c
    have inner : ∀ i, ∑ a ∈ t, c i a * ((if p = a then 1 else 0) * (if i = q then 1 else 0))
        = (if p ∈ t then c i p else 0) * (if i = q then 1 else 0) := by
      intro i
      simp only [← mul_assoc, ← Finset.sum_mul]
      congr 1
      simp
    simp only [inner]
    by_cases hp : p ∈ t <;> simp [hp]
  simp only [staticResponse, hsum, hpair, hf.ortho, Finset.sum_add_distrib]
  congr 1
  · exact pick occ occᶜ (fun i a => (f a ⬝ᵥ V *ᵥ f i) / (e i - e a))
  · rw [Finset.sum_comm]
    exact pick occᶜ occ (fun a i => (f a ⬝ᵥ V *ᵥ f i) / (e i - e a))
```

**Q:** And the linearised equations?

**A:** In the next lemma, `left` and `right` let $H_0$ and $P_0$ act on the neighbouring eigenvector, which produces the element equations.

```lean
/-- The linearised idempotency and commutation equations, written element by element
in the eigenbasis. -/
theorem linearized_iff_elements {H0 : Matrix n n ℝ} {e : n → ℝ} {f : n → n → ℝ}
    (hf : IsEigenbasis H0 e f) (occ : Finset n) (V D : Matrix n n ℝ) :
    (D * occProjector f occ + occProjector f occ * D = D ∧
      H0 * D + V * occProjector f occ = D * H0 + occProjector f occ * V) ↔
    ∀ p q, occupation occ q * (f p ⬝ᵥ D *ᵥ f q) + occupation occ p * (f p ⬝ᵥ D *ᵥ f q)
        = f p ⬝ᵥ D *ᵥ f q ∧
      e p * (f p ⬝ᵥ D *ᵥ f q) + occupation occ q * (f p ⬝ᵥ V *ᵥ f q)
        = e q * (f p ⬝ᵥ D *ᵥ f q) + occupation occ p * (f p ⬝ᵥ V *ᵥ f q) := by
  have left : ∀ (S A : Matrix n n ℝ) (c : ℝ) (u w : n → ℝ), Sᵀ = S → S *ᵥ u = c • u →
      u ⬝ᵥ (S * A) *ᵥ w = c * (u ⬝ᵥ A *ᵥ w) := by
    intro S A c u w hS h
    rw [← Matrix.mulVec_mulVec, Matrix.dotProduct_mulVec u S (A *ᵥ w),
      ← Matrix.mulVec_transpose, hS, h, smul_dotProduct, smul_eq_mul]
  have right : ∀ (S A : Matrix n n ℝ) (c : ℝ) (u w : n → ℝ), S *ᵥ w = c • w →
      u ⬝ᵥ (A * S) *ᵥ w = c * (u ⬝ᵥ A *ᵥ w) := by
    intro S A c u w h
    rw [← Matrix.mulVec_mulVec, h, Matrix.mulVec_smul, dotProduct_smul, smul_eq_mul]
  have hP : (occProjector f occ)ᵀ = occProjector f occ := by
    ext x y
    simp [occProjector, Matrix.sum_apply, Matrix.vecMulVec_apply, mul_comm]
  have L1 := fun A p q => left _ A _ (f p) (f q) hP (occProjector_mulVec hf occ p)
  have L2 := fun A p q => right _ A _ (f p) (f q) (occProjector_mulVec hf occ q)
  have L3 := fun A p q => left _ A _ (f p) (f q) hf.symm (hf.eig p)
  have L4 := fun A p q => right _ A _ (f p) (f q) (hf.eig q)
  constructor
  · rintro ⟨h1, h2⟩ p q
    have k1 := congrArg (fun M => f p ⬝ᵥ M *ᵥ f q) h1
    have k2 := congrArg (fun M => f p ⬝ᵥ M *ᵥ f q) h2
    simp only [Matrix.add_mulVec, dotProduct_add] at k1 k2
    rw [L1, L2] at k1
    rw [L3, L2, L4, L1] at k2
    exact ⟨k1, k2⟩
  · intro h
    constructor
    · refine eq_of_elements hf fun p q => ?_
      rw [Matrix.add_mulVec, dotProduct_add, L1, L2]
      exact (h p q).1
    · refine eq_of_elements hf fun p q => ?_
      rw [Matrix.add_mulVec, Matrix.add_mulVec, dotProduct_add, dotProduct_add, L3, L2, L4, L1]
      exact (h p q).2
```

Splitting on whether $p$ and $q$ are occupied then gives the four blocks. The hypothesis `hgap`, that no occupied level equals a virtual one, permits the division. The result is an equivalence: the response solves the equations, and nothing else does.

```lean
/-- For symmetric `V` and no occupied level equal to a virtual one, the static response is the
unique solution of the linearised idempotency and commutation equations. -/
theorem linearized_iff_staticResponse {H0 : Matrix n n ℝ} {e : n → ℝ} {f : n → n → ℝ}
    (hf : IsEigenbasis H0 e f) {occ : Finset n} (hgap : ∀ i ∈ occ, ∀ a ∉ occ, e i ≠ e a)
    {V : Matrix n n ℝ} (hV : Vᵀ = V) (D : Matrix n n ℝ) :
    (D * occProjector f occ + occProjector f occ * D = D ∧
      H0 * D + V * occProjector f occ = D * H0 + occProjector f occ * V) ↔
    D = staticResponse e f occ V := by
  have hsym : ∀ p q, f p ⬝ᵥ V *ᵥ f q = f q ⬝ᵥ V *ᵥ f p := by
    intro p q
    rw [Matrix.dotProduct_mulVec (f p) V (f q), ← Matrix.mulVec_transpose, hV, dotProduct_comm]
  rw [linearized_iff_elements hf]
  constructor
  · intro h
    refine eq_of_elements hf fun p q => ?_
    obtain ⟨h1, h2⟩ := h p q
    rw [staticResponse_element hf]
    by_cases hp : p ∈ occ <;> by_cases hq : q ∈ occ <;>
      simp only [occupation, Finset.mem_compl, hp, hq, not_true_eq_false, not_false_eq_true,
        and_true, and_false, and_self, if_true, if_false] at h1 h2 ⊢
    · linarith
    · rw [zero_add, eq_div_iff (sub_ne_zero.mpr (hgap p hp q hq))]
      linear_combination h2 + hsym p q
    · rw [add_zero, eq_div_iff (sub_ne_zero.mpr (hgap q hq p hp))]
      linear_combination -h2
    · linarith
  · rintro rfl p q
    rw [staticResponse_element hf]
    by_cases hp : p ∈ occ <;> by_cases hq : q ∈ occ <;>
      simp only [occupation, Finset.mem_compl, hp, hq, not_true_eq_false, not_false_eq_true,
        and_true, and_false, and_self, if_true, if_false]
    · constructor <;> ring
    · have hc : f q ⬝ᵥ V *ᵥ f p = (f q ⬝ᵥ V *ᵥ f p) / (e p - e q) * (e p - e q) :=
        (div_eq_iff (sub_ne_zero.mpr (hgap p hp q hq))).mp rfl
      exact ⟨by ring, by linear_combination -hc - hsym p q⟩
    · have hc : f p ⬝ᵥ V *ᵥ f q = (f p ⬝ᵥ V *ᵥ f q) / (e q - e p) * (e q - e p) :=
        (div_eq_iff (sub_ne_zero.mpr (hgap q hq p hp))).mp rfl
      exact ⟨by ring, by linear_combination hc⟩
    · constructor <;> ring
```

**Q:** Where does the actual path enter?

**A:** Here. `hmul` is the product rule, and `huniq` says that paths equal near zero have equal derivatives.

```lean
omit [DecidableEq n] in
/-- Differentiating idempotency and commutation at zero field gives the linearised
equations for the derivative `D` of the projector. -/
theorem linearized_of_path {H0 V D : Matrix n n ℝ} {P : ℝ → Matrix n n ℝ}
    (hP : IsProjectorPath H0 V P) (hD : HasDerivAtZero P D) :
    D * P 0 + P 0 * D = D ∧ H0 * D + V * P 0 = D * H0 + P 0 * V := by
  have hmul : ∀ (A B : ℝ → Matrix n n ℝ) (A' B' : Matrix n n ℝ), HasDerivAtZero A A' →
      HasDerivAtZero B B' → HasDerivAtZero (fun t => A t * B t) (A' * B 0 + A 0 * B') := by
    intro A B A' B' hA hB x y
    have h : HasDerivAt (fun t => ∑ z, A t x z * B t z y)
        (∑ z, (A' x z * B 0 z y + A 0 x z * B' z y)) 0 :=
      HasDerivAt.fun_sum fun z _ => (hA x z).fun_mul (hB z y)
    simpa only [Matrix.mul_apply, Matrix.add_apply, Finset.sum_add_distrib] using h
  have huniq : ∀ (A B : ℝ → Matrix n n ℝ) (A' B' : Matrix n n ℝ), HasDerivAtZero A A' →
      HasDerivAtZero B B' → (∀ᶠ t in 𝓝 (0 : ℝ), A t = B t) → A' = B' := by
    intro A B A' B' hA hB h
    ext x y
    exact (hA x y).unique ((hB x y).congr_of_eventuallyEq
      (h.mono fun t ht => congrFun (congrFun ht x) y))
  have hH : HasDerivAtZero (fun t => H0 + t • V) V := by
    intro x y
    have h : HasDerivAt (fun t : ℝ => H0 x y + t * V x y) (V x y) 0 :=
      (((hasDerivAt_id' (0 : ℝ)).mul_const (V x y)).const_add (H0 x y)).congr_deriv (one_mul _)
    simpa only [Matrix.add_apply, Matrix.smul_apply, smul_eq_mul] using h
  refine ⟨huniq _ _ _ _ (hmul P P D D hD hD) hD (hP.mono fun t ht => ht.1), ?_⟩
  have h2 := huniq _ _ _ _ (hmul _ P V D hH hD) (hmul P _ D V hD hH)
    (hP.mono fun t ht => ht.2)
  simp only [zero_smul, add_zero] at h2
  rw [add_comm, h2]
```

Inserting $P(0)=P_0$ finishes the argument.

```lean
/-- For symmetric `V` and no occupied level equal to a virtual one, the derivative at zero field of
a projector that commutes with `H0 + t V` for small `t` and starts as the occupied projector is the
sum-over-states static response. -/
theorem deriv_projector_eq_staticResponse {H0 : Matrix n n ℝ} {e : n → ℝ} {f : n → n → ℝ}
    (hf : IsEigenbasis H0 e f) {occ : Finset n} (hgap : ∀ i ∈ occ, ∀ a ∉ occ, e i ≠ e a)
    {V D : Matrix n n ℝ} (hV : Vᵀ = V) {P : ℝ → Matrix n n ℝ}
    (hP : IsProjectorPath H0 V P) (h0 : P 0 = occProjector f occ) (hD : HasDerivAtZero P D) :
    D = staticResponse e f occ V := by
  have h := linearized_of_path hP hD
  rw [h0] at h
  exact (linearized_iff_staticResponse hf hgap hV D).mp h
```

**Q:** So you assume that a differentiable path exists?

**A:** I do; the theorem identifies its derivative. At a degeneracy between an occupied and a virtual state that $V$ couples, there is no such path: the commutation equation would force $V_{ai}=0$.

```lean
/-- If `V` couples an occupied and a virtual state of equal energy, no projector path
starting from the occupied projector is differentiable at zero field. -/
theorem no_differentiable_path_of_degenerate {H0 : Matrix n n ℝ} {e : n → ℝ}
    {f : n → n → ℝ} (hf : IsEigenbasis H0 e f) {occ : Finset n} {V : Matrix n n ℝ} {i a : n}
    (hi : i ∈ occ) (ha : a ∉ occ) (hdeg : e i = e a) (hc : f a ⬝ᵥ V *ᵥ f i ≠ 0) :
    ¬ ∃ (P : ℝ → Matrix n n ℝ) (D : Matrix n n ℝ),
      IsProjectorPath H0 V P ∧ P 0 = occProjector f occ ∧ HasDerivAtZero P D := by
  rintro ⟨P, D, hP, h0, hD⟩
  have h := linearized_of_path hP hD
  rw [h0] at h
  have h2 := ((linearized_iff_elements hf occ V D).mp h a i).2
  simp only [occupation, hi, ha, if_true, if_false, hdeg] at h2
  exact hc (by linarith)
```

**Q:** Is there at least one case where all the assumptions are met?

**A:** Take $H_0=\mathrm{diag}(-1,1)$ with unit off-diagonal coupling and the lower level filled. The projector is explicit:

```lean
/-- A projector path for the two-level Hamiltonian with diagonal `-1, 1` and
off-diagonal coupling `t`. -/
def twoLevelProjector (t : ℝ) : Matrix (Fin 2) (Fin 2) ℝ :=
  !![(1 + (√(1 + t ^ 2))⁻¹) / 2, -(t * (√(1 + t ^ 2))⁻¹) / 2;
     -(t * (√(1 + t ^ 2))⁻¹) / 2, (1 - (√(1 + t ^ 2))⁻¹) / 2]
```

Its off-diagonal derivative is $1/(-1-1)=-1/2$. The proof checks the algebra using $s^2(1+t^2)=1$ for $s=1/\sqrt{1+t^2}$, then differentiates each entry.

```lean
/-- The two-level system with its lower level occupied meets all hypotheses of the
response theorem, with a non-zero derivative of the projector. -/
theorem deriv_projector_witness :
    IsEigenbasis !![(-1 : ℝ), 0; 0, 1] ![-1, 1] (fun p q => if p = q then 1 else 0) ∧
    (∀ i ∈ ({0} : Finset (Fin 2)), ∀ a ∉ ({0} : Finset (Fin 2)),
      (![-1, 1] : Fin 2 → ℝ) i ≠ (![-1, 1] : Fin 2 → ℝ) a) ∧
    (!![(0 : ℝ), 1; 1, 0])ᵀ = !![(0 : ℝ), 1; 1, 0] ∧
    IsProjectorPath !![(-1 : ℝ), 0; 0, 1] !![0, 1; 1, 0] twoLevelProjector ∧
    twoLevelProjector 0 = occProjector (fun p q => if p = q then 1 else 0) {0} ∧
    HasDerivAtZero twoLevelProjector !![0, -1 / 2; -1 / 2, 0] := by
  have ext2 : ∀ {a b c d a' b' c' d' : ℝ}, a = a' → b = b' → c = c' → d = d' →
      !![a, b; c, d] = !![a', b'; c', d'] := by
    rintro a b c d _ _ _ _ rfl rfl rfl rfl
    rfl
  refine ⟨⟨?_, ?_, ?_⟩, ?_, ?_, ?_, ?_, ?_⟩
  · ext i j
    fin_cases i <;> fin_cases j <;> simp
  · intro p q
    fin_cases p <;> fin_cases q <;> simp [dotProduct]
  · intro p
    ext x
    fin_cases p <;> fin_cases x <;> simp [Matrix.mulVec, dotProduct]
  · intro i hi a ha
    obtain rfl : i = 0 := by simpa using hi
    have ha' : a ≠ 0 := by simpa using ha
    obtain rfl : a = 1 := (by decide : ∀ a : Fin 2, a ≠ 0 → a = 1) a ha'
    norm_num
  · ext i j
    fin_cases i <;> fin_cases j <;> simp
  · refine Filter.Eventually.of_forall fun t => ?_
    have hpos : (0 : ℝ) < 1 + t ^ 2 := by positivity
    have hs : ((√(1 + t ^ 2))⁻¹) ^ 2 * (1 + t ^ 2) = 1 := by
      rw [inv_pow, Real.sq_sqrt hpos.le]
      exact inv_mul_cancel₀ hpos.ne'
    have hH : !![(-1 : ℝ), 0; 0, 1] + t • !![(0 : ℝ), 1; 1, 0] = !![-1, t; t, 1] := by
      ext i j
      fin_cases i <;> fin_cases j <;> simp
    rw [hH]
    unfold twoLevelProjector
    generalize (√(1 + t ^ 2))⁻¹ = s at hs ⊢
    constructor
    · rw [Matrix.mul_fin_two]
      apply ext2 <;> first | ring1 | linear_combination hs / 4
    · rw [Matrix.mul_fin_two, Matrix.mul_fin_two]
      apply ext2 <;> ring1
  · ext i j
    fin_cases i <;> fin_cases j <;>
      norm_num [twoLevelProjector, occProjector, Matrix.vecMulVec_apply]
  · -- the normalisation factor is stationary at zero field
    have h1 : HasDerivAt (fun t : ℝ => 1 + t ^ 2) 0 0 :=
      (((hasDerivAt_id' (0 : ℝ)).fun_pow 2).const_add 1).congr_deriv (by norm_num)
    have h2 : HasDerivAt (fun t : ℝ => √(1 + t ^ 2)) 0 0 :=
      (h1.sqrt (by norm_num)).congr_deriv (by simp)
    have hs : HasDerivAt (fun t : ℝ => (√(1 + t ^ 2))⁻¹) 0 0 :=
      (h2.inv (by norm_num)).congr_deriv (by simp)
    have h00 : HasDerivAt (fun t : ℝ => (1 + (√(1 + t ^ 2))⁻¹) / 2) 0 0 :=
      ((hs.const_add 1).div_const 2).congr_deriv (by norm_num)
    have h01 : HasDerivAt (fun t : ℝ => -(t * (√(1 + t ^ 2))⁻¹) / 2) (-1 / 2) 0 :=
      (((hasDerivAt_id' (0 : ℝ)).fun_mul hs).fun_neg.div_const 2).congr_deriv (by norm_num)
    have h11 : HasDerivAt (fun t : ℝ => (1 - (√(1 + t ^ 2))⁻¹) / 2) 0 0 :=
      ((hs.const_sub 1).div_const 2).congr_deriv (by norm_num)
    intro x y
    fin_cases x <;> fin_cases y
    · exact h00
    · exact h01
    · exact h01
    · exact h11

end

end StaticProjectorResponse
```

```lean
#print axioms StaticProjectorResponse.deriv_projector_eq_staticResponse
-- 'StaticProjectorResponse.deriv_projector_eq_staticResponse' depends on axioms: [propext, Classical.choice, Quot.sound]
#print axioms StaticProjectorResponse.no_differentiable_path_of_degenerate
-- 'StaticProjectorResponse.no_differentiable_path_of_degenerate' depends on axioms: [propext, Classical.choice, Quot.sound]
```

**Q:** What does this give me for the optimized effective potential (OEP) equation?

**A:** In a finite orthonormal site basis with a multiplicative $V$, the diagonal of $D$ is the static density response of non-interacting electrons, the response that enters the OEP equation. Self-consistent changes of the potential, frequency dependence and the continuum are not treated.

**Q:** Does the argument need $V$ to be symmetric?

**A:** Only to merge two coefficients. A real $V$ that is not symmetric makes $H_0+tV$ non-Hermitian for $t\neq0$, but the algebra still works: the same steps by hand give $D=\sum_{i,a}(V_{ai}f_af_i^T+V_{ia}f_if_a^T)/(e_i-e_a)$, a formula that the Lean code does not state.
